# Stable, nearly subadditive cluster energies have a bulk limit per unit, bounded above by $(E(n)+C)/n$

To estimate the energy per unit of a bulk material, one can compute the total energy $E(n)$ of a cluster of $n$ units, divide by $n$, and repeat for larger clusters. This presumes that $E(n)/n$ has a limit. It has one if joining two clusters costs at most a fixed energy $C$ and the energy is bounded below linearly in $n$.

```lean
import Mathlib

open Filter Topology

namespace FiniteSizeScaling
```

The joining condition is
$$E(m+n)\le E(m)+E(n)+C .$$
In quantum mechanics it holds for ground-state energies of open spin chains with a fixed, bounded nearest-neighbour coupling: the product of the two separate ground states is a trial state for the joined chain, and $C$ bounds the energy of the new bond. In two or three dimensions the contact area can grow with the clusters, and a constant $C$ may then fail.

In Lean, `E : ℕ → ℝ` is any real function of size, and no Hamiltonian appears. The condition includes size zero, where it gives $E(0)\ge -C$. No sign is imposed on $C$, but the usual convention $E(0)=0$ makes it non-negative.

```lean
/-- Joining clusters of `m` and `n` units costs at most the energy `C`. -/
def NearlySubadditive (E : ℕ → ℝ) (C : ℝ) : Prop :=
  ∀ m n, E (m + n) ≤ E m + E n + C
```

Stability means that some constant $b$ satisfies $E(n)\ge bn$ for all $n\ge1$. Physically, the binding energy per unit cannot grow without limit. This is assumed of the model, not derived from its interactions.

```lean
/-- For some constant `b`, every cluster of size `n ≥ 1` has energy at least `b * n`. -/
def Stable (E : ℕ → ℝ) : Prop :=
  ∃ b : ℝ, ∀ n : ℕ, 1 ≤ n → b * n ≤ E n
```

The bulk energy $e$ is the limit of $E(n)/n$ as $n\to\infty$.

```lean
/-- The energy per unit tends to `e` as the cluster grows. -/
def IsBulkEnergy (E : ℕ → ℝ) (e : ℝ) : Prop :=
  Tendsto (fun n : ℕ => E n / (n : ℝ)) atTop (𝓝 e)
```

Set $a(n)=E(n)+C$. Adding $C$ to both sides of the joining condition gives
$$a(m+n)\le a(m)+a(n),$$
so the shifted energy is exactly subadditive.

```lean
/-- Adding the joining cost `C` to every cluster energy makes the energy subadditive. -/
theorem shifted_subadditive {E : ℕ → ℝ} {C : ℝ} (h : NearlySubadditive E C) :
    Subadditive (fun n => E n + C) := by
  intro m n
  have := h m n
  show E (m + n) + C ≤ (E m + C) + (E n + C)
  linarith
```

By stability, $a(n)/n\ge b+C/n\ge b-|C|$ for $n\ge1$, so these values have a finite infimum $e$. Fix $n\ge1$ and write a larger size as $N=qn+r$ with $0\le r<n$. Repeated subadditivity gives
$$\frac{a(N)}{N}\le\frac{q\,a(n)}{N}+\frac{a(r)}{N}.$$
As $N\to\infty$, $q/N\to1/n$ and the last term vanishes, so the limit superior of $a(N)/N$ is at most $a(n)/n$. This holds for every $n$, so it is at most $e$. No term lies below $e$, hence $a(N)/N\to e$. Subtracting $C/N\to0$ gives $E(N)/N\to e$, with $e\le(E(n)+C)/n$ for every $n\ge1$.

This argument is Fekete's lemma, which the proof takes from Mathlib as `tendsto_lim` and `lim_le_div`. The proof itself supplies the lower bound `hbdd`; the `min 0` there covers $n=0$, where Lean's quotient is zero.

```lean
/-- For a stable, nearly subadditive cluster energy, the energy per unit converges to a bulk value,
which is at most `(E n + C) / n` for every cluster size `n ≥ 1`. -/
theorem exists_bulk_energy {E : ℕ → ℝ} {C : ℝ} (h : NearlySubadditive E C) (hs : Stable E) :
    ∃ e, IsBulkEnergy E e ∧ ∀ n : ℕ, 1 ≤ n → e ≤ (E n + C) / n := by
  obtain ⟨b, hb⟩ := hs
  have hsub := shifted_subadditive h
  -- stability bounds the shifted energy per unit from below
  have hbdd : BddBelow (Set.range fun n : ℕ => (E n + C) / (n : ℝ)) := by
    refine ⟨min 0 (b - |C|), ?_⟩
    rintro _ ⟨n, rfl⟩
    rcases Nat.eq_zero_or_pos n with rfl | hn
    · simp
    · have hn' : (1 : ℝ) ≤ n := by exact_mod_cast hn
      refine (min_le_right _ _).trans ?_
      show b - |C| ≤ (E n + C) / (n : ℝ)
      rw [le_div_iff₀ (by linarith)]
      nlinarith [hb n hn, neg_abs_le C, mul_nonneg (abs_nonneg C) (sub_nonneg.2 hn')]
  refine ⟨hsub.lim, ?_, fun n hn => hsub.lim_le_div hbdd (by omega)⟩
  -- the offset `C / n` disappears in the limit
  have h1 := (hsub.tendsto_lim hbdd).sub (tendsto_const_div_atTop_nhds_zero_nat C)
  rw [sub_zero] at h1
  unfold IsBulkEnergy
  refine h1.congr fun n => ?_
  show (E n + C) / (n : ℝ) - C / (n : ℝ) = E n / (n : ℝ)
  ring
```

Conversely, a convergent sequence is bounded. If $E(n)/n$ converges, then $E(n)/n\ge b$ for some $b$, and multiplying by $n$ gives stability.

```lean
/-- A cluster energy that has a bulk value per unit is stable. -/
theorem stable_of_bulk {E : ℕ → ℝ} {e : ℝ} (he : IsBulkEnergy E e) : Stable E := by
  obtain ⟨b, hb⟩ := Tendsto.bddBelow_range he
  refine ⟨b, fun n hn => ?_⟩
  have hn' : (0 : ℝ) < n := by exact_mod_cast hn
  have h1 : b ≤ E n / (n : ℝ) := hb ⟨n, rfl⟩
  exact (le_div_iff₀ hn').1 h1
```

If the joining condition holds and $E(n)/n$ has the bulk value $e$, the upper bounds taken together are sharp. The value $e$ is less than or equal to every $(E(n)+C)/n$, and any other lower bound of these values is also a lower bound of their limit, which is $e$. In the code, `IsGLB` says "greatest lower bound" and `Set.Ici 1` is the set of sizes $n\ge1$.

```lean
/-- The bulk energy per unit is the greatest lower bound of the values `(E n + C) / n` over
all cluster sizes `n ≥ 1`. -/
theorem bulk_isGLB {E : ℕ → ℝ} {C e : ℝ} (h : NearlySubadditive E C)
    (he : IsBulkEnergy E e) :
    IsGLB ((fun n : ℕ => (E n + C) / (n : ℝ)) '' Set.Ici 1) e := by
  constructor
  · rintro _ ⟨n, hn, rfl⟩
    obtain ⟨e', he', hle⟩ := exists_bulk_energy h (stable_of_bulk he)
    have heq : e = e' := tendsto_nhds_unique he he'
    rw [heq]
    exact hle n hn
  · intro b hb
    -- a lower bound of all terms is a lower bound of their limit
    have h1 : Tendsto (fun n : ℕ => E n / (n : ℝ) + C / (n : ℝ)) atTop (𝓝 (e + 0)) :=
      Tendsto.add he (tendsto_const_div_atTop_nhds_zero_nat C)
    rw [add_zero] at h1
    refine ge_of_tendsto h1 ?_
    filter_upwards [eventually_ge_atTop 1] with n hn
    have h2 : b ≤ (E n + C) / (n : ℝ) := hb ⟨n, hn, rfl⟩
    rwa [add_div] at h2
```

In a calculation, the smallest computed $(E(n)+C)/n$ is thus the best of these upper bounds. An error bar also needs a lower bound, which follows if joining changes the energy by at most $C$ in either direction:
$$|E(m+n)-E(m)-E(n)|\le C .$$
Adding one unit at a time gives $E(n)\ge n(E(1)-C)$, which is stability. The earlier result for $E$ gives $e-E(n)/n\le C/n$. Applied to $-E$, whose bulk value is $-e$, it gives $E(n)/n-e\le C/n$. Together,
$$\left|\frac{E(n)}{n}-e\right|\le\frac{C}{n}.$$

Take a chain with energy $-1$ per neighbouring bond: $E(0)=0$ and $E(n)=-(n-1)$ for $n\ge1$. Joining two non-empty chains adds one bond, so $C=1$. Four units give $E(4)/4=-0.75$, and the bulk value lies in $[-1,-0.5]$. It is $-1$, at the edge of the interval.

```lean
/-- If joining two clusters changes the energy by at most `C` in either direction, the energy per
unit converges to a bulk value, and at every size `n ≥ 1` it differs from that value by at most `C /
n`. -/
theorem finite_size_error {E : ℕ → ℝ} {C : ℝ}
    (h : ∀ m n, |E (m + n) - E m - E n| ≤ C) :
    ∃ e, IsBulkEnergy E e ∧ ∀ n : ℕ, 1 ≤ n → |E n / n - e| ≤ C / n := by
  have hC : 0 ≤ C := (abs_nonneg _).trans (h 0 0)
  have hup : NearlySubadditive E C := fun m n => by
    have := (abs_le.1 (h m n)).2
    linarith
  have hdown : NearlySubadditive (fun n => -E n) C := fun m n => by
    have := (abs_le.1 (h m n)).1
    show -E (m + n) ≤ -E m + -E n + C
    linarith
  -- building the cluster unit by unit shows that it is stable
  have hs : Stable E := by
    refine ⟨E 1 - C, fun n hn => ?_⟩
    induction n, hn using Nat.le_induction with
    | base => norm_num; exact hC
    | succ n hn ih =>
      have := (abs_le.1 (h n 1)).1
      push_cast
      linarith
  obtain ⟨e, he, hle⟩ := exists_bulk_energy hup hs
  have hneg : IsBulkEnergy (fun n => -E n) (-e) := by
    unfold IsBulkEnergy
    refine (Tendsto.neg he).congr fun n => ?_
    ring
  refine ⟨e, he, fun n hn => ?_⟩
  have h1 := hle n hn
  have h2 : -e ≤ (-E n + C) / (n : ℝ) := (bulk_isGLB hdown hneg).1 ⟨n, hn, rfl⟩
  rw [add_div] at h1 h2
  rw [neg_div] at h2
  rw [abs_le]
  constructor <;> linarith
```

The one-sided bound can be an equality at every size. For $E(n)=en-C$, the joining condition holds with equality, $E(n)/n=e-C/n\to e$, and $(E(n)+C)/n=e$ for all $n\ge1$. The formula gives $E(0)=-C$; if $C\ge0$, resetting $E(0)$ to the usual $0$ keeps the joining condition and leaves the values for $n\ge1$ unchanged.

```lean
/-- For the energy `e n - C`, a bulk term with a constant offset, the bulk value `e` equals
`(E n + C) / n` at every size `n ≥ 1`. -/
theorem bound_attained (e C : ℝ) :
    NearlySubadditive (fun n => e * n - C) C ∧ IsBulkEnergy (fun n => e * n - C) e ∧
      ∀ n : ℕ, 1 ≤ n → e = ((e * n - C) + C) / n := by
  refine ⟨fun m n => ?_, ?_, fun n hn => ?_⟩
  · push_cast
    linarith
  · have h1 : Tendsto (fun n : ℕ => e - C / (n : ℝ)) atTop (𝓝 (e - 0)) :=
      tendsto_const_nhds.sub (tendsto_const_div_atTop_nhds_zero_nat C)
    rw [sub_zero] at h1
    unfold IsBulkEnergy
    refine h1.congr' ?_
    filter_upwards [eventually_ge_atTop 1] with n hn
    have hn' : (n : ℝ) ≠ 0 := by positivity
    field_simp
  · have hn' : (n : ℝ) ≠ 0 := by positivity
    rw [sub_add_cancel, mul_div_cancel_right₀ _ hn']
```

Without stability there is no finite limit, by the converse proved above. If every pair of units contributes the same negative energy, whatever the size of the cluster, the total falls like $-n^2$. For $E(n)=-n^2$,
$$E(m+n)=E(m)+E(n)-2mn\le E(m)+E(n),$$
so the joining condition holds with $C=0$, yet $E(n)/n=-n$ has no finite limit. The proof argues by contradiction: a bulk value would give $bn\le-n^2$ for all $n\ge1$, which fails once $n>|b|$.

```lean
/-- The energy `-n²` is subadditive, yet its energy per unit has no bulk value. -/
theorem no_bulk_without_stability :
    NearlySubadditive (fun n => -(n : ℝ) ^ 2) 0 ∧
      ¬ ∃ e, IsBulkEnergy (fun n => -(n : ℝ) ^ 2) e := by
  refine ⟨fun m n => ?_, ?_⟩
  · have : (0 : ℝ) ≤ (m : ℝ) * n := by positivity
    push_cast
    nlinarith
  · rintro ⟨e, he⟩
    obtain ⟨b, hb⟩ := stable_of_bulk he
    -- a cluster larger than `|b|` violates the linear lower bound
    obtain ⟨n, hn⟩ := exists_nat_gt |b|
    have hpos : (0 : ℝ) < n := (abs_nonneg b).trans_lt hn
    have h1 : b * (n : ℝ) ≤ -(n : ℝ) ^ 2 := hb n (by exact_mod_cast hpos)
    have h2 : 0 < (n : ℝ) + b := by linarith [neg_abs_le b]
    nlinarith [mul_pos hpos h2]

end FiniteSizeScaling
```

```lean
#print axioms FiniteSizeScaling.exists_bulk_energy
#print axioms FiniteSizeScaling.finite_size_error
#print axioms FiniteSizeScaling.bound_attained
#print axioms FiniteSizeScaling.no_bulk_without_stability
```

```
'FiniteSizeScaling.exists_bulk_energy' depends on axioms: [propext, Classical.choice, Quot.sound]
'FiniteSizeScaling.finite_size_error' depends on axioms: [propext, Classical.choice, Quot.sound]
'FiniteSizeScaling.bound_attained' depends on axioms: [propext, Classical.choice, Quot.sound]
'FiniteSizeScaling.no_bulk_without_stability' depends on axioms: [propext, Classical.choice, Quot.sound]
```
